# Exchanging the creation and annihilation operators of one fermionic quasiparticle preserves the Bogoliubov relations

A fermionic Bogoliubov transformation on finitely many modes is described here by square complex matrices `U` and `V` with `Uᴴ * U + Vᴴ * V = 1` and `Uᵀ * V + Vᵀ * U = 0`. The theorem `IsBogoliubov.exchange` says that both relations survive when column `k` of `U` is replaced by the complex conjugate of column `k` of `V`, and column `k` of `V` by the conjugate of column `k` of `U`. Physically, this swaps the creation and annihilation operators of quasiparticle `k`. The proof writes the relations entry by entry, together with conjugated and reordered forms, and then checks each entry of the new relations according to whether its row or column index is `k`.

In Lean, a first try:

```lean
import Mathlib

open Matrix

namespace Exchange

variable {n : Type*} [Fintype n] [DecidableEq n]

/-- The relations between the amplitudes `U` and `V` of a Bogoliubov transformation:
`Uᴴ U + Vᴴ V = 1` and `Uᵀ V + Vᵀ U = 0`. -/
structure IsBogoliubov (U V : Matrix n n ℂ) : Prop where
  normalization : Uᴴ * U + Vᴴ * V = 1
  pairing : Uᵀ * V + Vᵀ * U = 0

/-- The matrix `A` with its column `k` replaced by the complex conjugate of column `k`
of `B`. -/
def exchangeColumn (A B : Matrix n n ℂ) (k : n) : Matrix n n ℂ :=
  Matrix.of fun i j => if j = k then star (B i j) else A i j

/-- Interchanging the creation and annihilation columns of one quasiparticle turns a
Bogoliubov transformation into another one. -/
theorem IsBogoliubov.exchange {U V : Matrix n n ℂ} (h : IsBogoliubov U V) (k : n) :
    IsBogoliubov (exchangeColumn U V k) (exchangeColumn V U k) := by
  -- the two relations, their conjugate and their transpose, entry by entry
  have e1 : ∀ i j, ∑ x, star (U x i) * U x j + ∑ x, star (V x i) * V x j
      = (1 : Matrix n n ℂ) i j := fun i j => congrFun (congrFun h.normalization i) j
  have e2 : ∀ i j, ∑ x, U x i * V x j + ∑ x, V x i * U x j = 0 :=
    fun i j => congrFun (congrFun h.pairing i) j
  have e3 : ∀ i j, ∑ x, star (U x i) * star (V x j)
      + ∑ x, star (V x i) * star (U x j) = 0 := fun i j => by
    simpa only [star_add, star_sum, star_mul', star_zero] using congrArg star (e2 i j)
  have e4 : ∀ i j, ∑ x, U x i * star (U x j) + ∑ x, V x i * star (V x j)
      = (1 : Matrix n n ℂ) j i := fun i j => by
    rw [← e1 j i]
    congr 1 <;> exact Finset.sum_congr rfl fun x _ => mul_comm _ _
  constructor
  · ext i j
    simp only [Matrix.add_apply, Matrix.mul_apply, conjTranspose_apply, exchangeColumn,
      Matrix.of_apply]
    by_cases hi : i = k <;> by_cases hj : j = k <;>
      simp only [hi, hj, eq_self, if_true, if_false, star_star]
    · linear_combination e4 k k
    · have hz : (1 : Matrix n n ℂ) k j = 0 := Matrix.one_apply_ne (Ne.symm hj)
      linear_combination e2 k j - hz
    · have hz : (1 : Matrix n n ℂ) i k = 0 := Matrix.one_apply_ne hi
      linear_combination e3 i k - hz
    · exact e1 i j
  · ext i j
    simp only [Matrix.add_apply, Matrix.mul_apply, transpose_apply, exchangeColumn,
      Matrix.of_apply, Matrix.zero_apply]
    by_cases hi : i = k <;> by_cases hj : j = k <;>
      simp only [hi, hj, eq_self, if_true, if_false]
    · linear_combination e3 k k
    · have hz : (1 : Matrix n n ℂ) k j = 0 := Matrix.one_apply_ne (Ne.symm hj)
      linear_combination e1 k j + hz
    · have hz : (1 : Matrix n n ℂ) k i = 0 := Matrix.one_apply_ne (Ne.symm hi)
      linear_combination e4 i k + hz
    · exact e2 i j

end Exchange
```

The error:

```
Main.lean:42:6: error: ring failed, ring expressions not equal
n : Type u_1
inst✝¹ : Fintype n
inst✝ : DecidableEq n
U V : Matrix n n ℂ
h : IsBogoliubov U V
k : n
e1 : ∀ (i j : n), ∑ x, star (U x i) * U x j + ∑ x, star (V x i) * V x j = 1 i j
e2 : ∀ (i j : n), ∑ x, U x i * V x j + ∑ x, V x i * U x j = 0
e3 : ∀ (i j : n), ∑ x, star (U x i) * star (V x j) + ∑ x, star (V x i) * star (U x j) = 0
e4 : ∀ (i j : n), ∑ x, U x i * star (U x j) + ∑ x, V x i * star (V x j) = 1 j i
i j : n
hi : i = k
hj : j = k
⊢ 1 k k - 1 i j = 0
Main.lean:44:6: error: ring failed, ring expressions not equal
n : Type u_1
inst✝¹ : Fintype n
inst✝ : DecidableEq n
U V : Matrix n n ℂ
h : IsBogoliubov U V
k : n
e1 : ∀ (i j : n), ∑ x, star (U x i) * U x j + ∑ x, star (V x i) * V x j = 1 i j
e2 : ∀ (i j : n), ∑ x, U x i * V x j + ∑ x, V x i * U x j = 0
e3 : ∀ (i j : n), ∑ x, star (U x i) * star (V x j) + ∑ x, star (V x i) * star (U x j) = 0
e4 : ∀ (i j : n), ∑ x, U x i * star (U x j) + ∑ x, V x i * star (V x j) = 1 j i
i j : n
hi : i = k
hj : ¬j = k
hz : 1 k j = 0
⊢ 1 k j - 1 i j = 0
Main.lean:46:6: error: ring failed, ring expressions not equal
n : Type u_1
inst✝¹ : Fintype n
inst✝ : DecidableEq n
U V : Matrix n n ℂ
h : IsBogoliubov U V
k : n
e1 : ∀ (i j : n), ∑ x, star (U x i) * U x j + ∑ x, star (V x i) * V x j = 1 i j
e2 : ∀ (i j : n), ∑ x, U x i * V x j + ∑ x, V x i * U x j = 0
e3 : ∀ (i j : n), ∑ x, star (U x i) * star (V x j) + ∑ x, star (V x i) * star (U x j) = 0
e4 : ∀ (i j : n), ∑ x, U x i * star (U x j) + ∑ x, V x i * star (V x j) = 1 j i
i j : n
hi : ¬i = k
hj : j = k
hz : 1 i k = 0
⊢ 1 i k - 1 i j = 0
```

The mended proof, as a diff:

```diff
@@ -40,8 +40,11 @@
     by_cases hi : i = k <;> by_cases hj : j = k <;>
       simp only [hi, hj, eq_self, if_true, if_false, star_star]
-    · linear_combination e4 k k
-    · have hz : (1 : Matrix n n ℂ) k j = 0 := Matrix.one_apply_ne (Ne.symm hj)
+    · have hz : (1 : Matrix n n ℂ) i j = (1 : Matrix n n ℂ) k k := by rw [hi, hj]
+      linear_combination e4 k k - hz
+    · have hz : (1 : Matrix n n ℂ) i j = 0 :=
+        Matrix.one_apply_ne fun e => hj (e.symm.trans hi)
       linear_combination e2 k j - hz
-    · have hz : (1 : Matrix n n ℂ) i k = 0 := Matrix.one_apply_ne hi
+    · have hz : (1 : Matrix n n ℂ) i j = 0 :=
+        Matrix.one_apply_ne fun e => hi (e.trans hj)
       linear_combination e3 i k - hz
     · exact e1 i j
```

Cause. All three errors come from the normalization relation, in the cases where at least one index equals `k`. There `simp only [hi, hj, ...]` replaced the indices by `k` in the sums, but left the identity matrix's entry on the right-hand side as `1 i j`. The supplied equations speak instead of `1 k k`, `1 k j` or `1 i k`. The sums cancel, and what remains is a difference such as `1 k k - 1 i j`. `linear_combination` hands this to `ring`, which does not use the hypotheses `hi` and `hj` to identify the two entries.

The repair states each `hz` about the entry actually in the goal. When both indices are `k`, the new `hz` proves `1 i j = 1 k k` by rewriting, and subtracting it removes the remainder. In the two mixed cases, `hz` now says `1 i j = 0`. Its proof changes accordingly: `Matrix.one_apply_ne` needs `i ≠ j`, which follows because exactly one of the indices equals `k`.
